# For finitely many stable RPA modes, the Matsubara sum of log det(1 − χ₀V) gives a difference of oscillator free energies

Cut off a Matsubara sum for the free energy of coupled excitations after N frequencies, and in general an error remains. For a single mode whose frequency shifts, it falls only as 1/N. The limit in closed form gives an exact value to compare the truncated sum with, and it shows how much each mode contributes.

The limit is found here for finitely many excitations with energies D_k > 0, coupled by a real matrix V. The random-phase approximation (RPA) turns them into modes of frequency Ω_k, and the assumption throughout is that these are real and positive. The sum then converges to the free energy of oscillators at Ω_k minus that of oscillators at D_k.

```lean
import Mathlib

open Filter Topology Matrix

namespace FiniteTemperatureRPA

noncomputable section
```

## Frequencies, oscillators and response

Take ħ = k_B = 1 and let β be the inverse temperature. The bosonic Matsubara frequencies, for integer n, are

ν_n = 2πn/β.

```lean
/-- The bosonic Matsubara frequency `2 π n / β`, for inverse temperature `β ≠ 0`. -/
def matsubara (β : ℝ) (n : ℤ) : ℝ := 2 * Real.pi * n / β
```

An oscillator of frequency w has a zero-point energy and a thermal part:

F(w) = w/2 + log(1 − e^(−βw))/β.

```lean
/-- Helmholtz free energy of a quantum oscillator of frequency `w > 0` at inverse temperature
`β > 0`: zero-point energy plus thermal part (with `ħ = 1`). -/
def freeEnergy (β w : ℝ) : ℝ := w / 2 + Real.log (1 - Real.exp (-(β * w))) / β
```

The uncoupled excitations, labelled by a finite index type `ι`, respond at imaginary frequency iν through a diagonal matrix with entries

χ₀(iν)_kk = −2D_k/(D_k² + ν²).

These entries contain no occupation numbers. Treating thermally excited electrons as such oscillators is the step left to physics, since their response also carries Fermi factors.

```lean
variable {ι : Type*} [Fintype ι] [DecidableEq ι]

/-- Bare response at imaginary frequency `iν` of independent excitations with energies `D k`,
defined where `D k ^ 2 + ν ^ 2 ≠ 0`. -/
def chi0 (D : ι → ℝ) (ν : ℝ) : Matrix ι ι ℝ :=
  diagonal fun k => -(2 * D k / (D k ^ 2 + ν ^ 2))
```

The squared mode frequencies are the eigenvalues of

M = diag(D)(diag(D) + 2V).

In the usual A, B notation this is (A − B)(A + B) with A = diag(D) + V and B = V. The name `rpaMatrix` thus means this product and not the larger block matrix. Spin factors are absorbed into V.

```lean
/-- The RPA matrix `D (D + 2V)` for bare excitation energies `D` and coupling `V`. -/
def rpaMatrix (D : ι → ℝ) (V : Matrix ι ι ℝ) : Matrix ι ι ℝ :=
  diagonal D * (diagonal D + (2 : ℝ) • V)
```

## From Euler's product to one mode

Euler's product for sin(πz), taken at z = ix, has factors 1 − (ix)²/j² = 1 + x²/j². Since sin(iπx) = i sinh(πx), dividing by i gives

sinh(πx) = πx ∏_{j≥1} (1 + x²/j²).

The proof starts from Mathlib's complex sine product, writes both sides as a real number times i, and takes imaginary parts. The Lean index j starts at 0, so j + 1 appears in the factors.

```lean
/-- Euler's product for the hyperbolic sine. -/
theorem sinh_euler_product (x : ℝ) :
    Tendsto (fun N : ℕ => Real.pi * x * ∏ j ∈ Finset.range N, (1 + x ^ 2 / ((j : ℝ) + 1) ^ 2))
      atTop (𝓝 (Real.sinh (Real.pi * x))) := by
  -- the sine product at the imaginary point `i x`
  have h := Complex.tendsto_euler_sin_prod ((x : ℂ) * Complex.I)
  have e : ∀ N : ℕ, (Real.pi : ℂ) * ((x : ℂ) * Complex.I) *
      ∏ j ∈ Finset.range N, (1 - ((x : ℂ) * Complex.I) ^ 2 / ((j : ℂ) + 1) ^ 2) =
      ((Real.pi * x * ∏ j ∈ Finset.range N, (1 + x ^ 2 / ((j : ℝ) + 1) ^ 2) : ℝ) : ℂ)
        * Complex.I := by
    intro N
    have t : ∀ j : ℕ, 1 - ((x : ℂ) * Complex.I) ^ 2 / ((j : ℂ) + 1) ^ 2 =
        1 + (x : ℂ) ^ 2 / ((j : ℂ) + 1) ^ 2 := by
      intro j
      rw [mul_pow, Complex.I_sq]
      ring
    simp only [t]
    push_cast
    ring
  have s : Complex.sin ((Real.pi : ℂ) * ((x : ℂ) * Complex.I)) =
      ((Real.sinh (Real.pi * x) : ℝ) : ℂ) * Complex.I := by
    rw [← mul_assoc, Complex.sin_mul_I, Complex.ofReal_sinh, Complex.ofReal_mul]
  have k : ∀ r : ℝ, ((r : ℂ) * Complex.I).im = r := by
    intro r
    simp
  simp only [e] at h
  rw [s] at h
  have h2 := (Complex.continuous_im.tendsto _).comp h
  simp only [Function.comp_def, k] at h2
  exact h2
```

Put x = βw/(2π). Each factor becomes

1 + x²/n² = (w² + ν_n²)/ν_n².

Divide by the same product for D. The ν_n² cancel, the prefactors leave w/D, and

(w/D) ∏_{n=1}^{N} (w² + ν_n²)/(D² + ν_n²) → sinh(βw/2)/sinh(βD/2).

The limit of the quotient is the quotient of the limits because sinh(βD/2) > 0. In Lean, `Finset.range N` with n + 1 runs over the frequencies ν_1 to ν_N.

```lean
/-- For positive `β`, `w`, `D`, the Matsubara product of one mode converges to the ratio
`sinh (β w / 2) / sinh (β D / 2)`. -/
theorem matsubara_product {β w D : ℝ} (hβ : 0 < β) (hw : 0 < w) (hD : 0 < D) :
    Tendsto (fun N : ℕ => w / D * ∏ n ∈ Finset.range N,
        (w ^ 2 + matsubara β ((n : ℤ) + 1) ^ 2) / (D ^ 2 + matsubara β ((n : ℤ) + 1) ^ 2))
      atTop (𝓝 (Real.sinh (β * w / 2) / Real.sinh (β * D / 2))) := by
  have hpi := Real.pi_pos
  have hx : ∀ u : ℝ, Real.pi * (β * u / (2 * Real.pi)) = β * u / 2 := by
    intro u
    field_simp
  have h1 := sinh_euler_product (β * w / (2 * Real.pi))
  have h2 := sinh_euler_product (β * D / (2 * Real.pi))
  rw [hx] at h1 h2
  have hs : Real.sinh (β * D / 2) ≠ 0 := (Real.sinh_pos_iff.mpr (by positivity)).ne'
  refine (h1.div h2 hs).congr ?_
  have e : ∀ N : ℕ,
      (β * w / 2 * ∏ j ∈ Finset.range N,
        (1 + (β * w / (2 * Real.pi)) ^ 2 / ((j : ℝ) + 1) ^ 2)) /
      (β * D / 2 * ∏ j ∈ Finset.range N,
        (1 + (β * D / (2 * Real.pi)) ^ 2 / ((j : ℝ) + 1) ^ 2)) =
      w / D * ∏ n ∈ Finset.range N,
        (w ^ 2 + matsubara β ((n : ℤ) + 1) ^ 2) / (D ^ 2 + matsubara β ((n : ℤ) + 1) ^ 2) := by
    intro N
    rw [mul_div_mul_comm, ← Finset.prod_div_distrib]
    congr 1
    · field_simp
    · refine Finset.prod_congr rfl fun j _ => ?_
      have hν : matsubara β ((j : ℤ) + 1) ^ 2 ≠ 0 := by
        unfold matsubara
        push_cast
        positivity
      -- each Euler factor is `(u² + ν²) / ν²`
      have t : ∀ u : ℝ, 1 + (β * u / (2 * Real.pi)) ^ 2 / ((j : ℝ) + 1) ^ 2 =
          (u ^ 2 + matsubara β ((j : ℤ) + 1) ^ 2) / matsubara β ((j : ℤ) + 1) ^ 2 := by
        intro u
        rw [add_div, div_self hν, add_comm]
        congr 1
        unfold matsubara
        push_cast
        field_simp
      rw [t w, t D, div_div_div_cancel_right₀ hν]
  exact e
```

The same argument with Euler's cosine product treats the fermionic frequencies ω_n = (2n − 1)π/β. There the product of (w² + ω_n²)/(D² + ω_n²) over n ≥ 1 is cosh(βw/2)/cosh(βD/2), with no prefactor. This cosh formula is quoted from ordinary analysis and has no Lean proof here.

To recognise free energies in the sinh ratio, factor out the growing exponential:

2 sinh(βw/2) = e^(βw/2)(1 − e^(−βw)).

Taking the logarithm and dividing by β gives

F(w) = log(2 sinh(βw/2))/β.

```lean
/-- For `β, w > 0` the oscillator free energy equals `log (2 sinh (β w / 2)) / β`. -/
theorem freeEnergy_eq {β w : ℝ} (hβ : 0 < β) (hw : 0 < w) :
    freeEnergy β w = Real.log (2 * Real.sinh (β * w / 2)) / β := by
  have hpos : 0 < 1 - Real.exp (-(β * w)) :=
    sub_pos.mpr (Real.exp_lt_one_iff.mpr (neg_lt_zero.mpr (mul_pos hβ hw)))
  have e : Real.exp (-(β * w / 2)) = Real.exp (β * w / 2) * Real.exp (-(β * w)) := by
    rw [← Real.exp_add]
    congr 1
    ring
  have f : 2 * Real.sinh (β * w / 2) =
      Real.exp (β * w / 2) * (1 - Real.exp (-(β * w))) := by
    rw [Real.sinh_eq, e]
    ring
  rw [f, Real.log_mul (Real.exp_ne_zero _) hpos.ne', Real.log_exp, add_div, freeEnergy]
  congr 1
  field_simp
```

In the symmetric sum from −N to N, the n = 0 term is log(w²/D²) = 2 log(w/D), and the terms n and −n are equal. Hence

Σ_{n=−N}^{N} log[(w² + ν_n²)/(D² + ν_n²)] = 2 log[(w/D) ∏_{n=1}^{N} (w² + ν_n²)/(D² + ν_n²)].

Multiplying by 1/(2β) and letting N grow gives

(1/β) log[sinh(βw/2)/sinh(βD/2)] = F(w) − F(D).

Lean proves the finite identity by induction on N, adding the pair ±(N + 1) at each step, and then uses continuity of the logarithm at the positive limit.

```lean
/-- For positive `β`, `w`, `D`, the symmetric Matsubara sum of the logarithm of one mode
converges to the difference of two oscillator free energies. -/
theorem matsubara_log_sum {β w D : ℝ} (hβ : 0 < β) (hw : 0 < w) (hD : 0 < D) :
    Tendsto (fun N : ℕ => 1 / (2 * β) * ∑ n ∈ Finset.Icc (-(N : ℤ)) (N : ℤ),
        Real.log ((w ^ 2 + matsubara β n ^ 2) / (D ^ 2 + matsubara β n ^ 2)))
      atTop (𝓝 (freeEnergy β w - freeEnergy β D)) := by
  have hr : ∀ n : ℤ, 0 < (w ^ 2 + matsubara β n ^ 2) / (D ^ 2 + matsubara β n ^ 2) := by
    intro n
    positivity
  -- the frequencies `n` and `-n` contribute equally
  have e : ∀ N : ℕ, ∑ n ∈ Finset.Icc (-(N : ℤ)) (N : ℤ),
      Real.log ((w ^ 2 + matsubara β n ^ 2) / (D ^ 2 + matsubara β n ^ 2)) =
      2 * Real.log (w / D * ∏ n ∈ Finset.range N,
        (w ^ 2 + matsubara β ((n : ℤ) + 1) ^ 2) /
          (D ^ 2 + matsubara β ((n : ℤ) + 1) ^ 2)) := by
    intro N
    induction N with
    | zero =>
      have hI : Finset.Icc (-((0 : ℕ) : ℤ)) ((0 : ℕ) : ℤ) = {0} := by simp
      have h0 : (w ^ 2 + matsubara β 0 ^ 2) / (D ^ 2 + matsubara β 0 ^ 2) = (w / D) ^ 2 := by
        simp [matsubara, div_pow]
      rw [hI, Finset.sum_singleton, h0, Finset.prod_range_zero, mul_one, Real.log_pow]
      norm_num
    | succ N ih =>
      have hI : Finset.Icc (-((N + 1 : ℕ) : ℤ)) ((N + 1 : ℕ) : ℤ) =
          insert ((N : ℤ) + 1) (insert (-((N : ℤ) + 1)) (Finset.Icc (-(N : ℤ)) (N : ℤ))) := by
        ext m
        simp only [Finset.mem_insert, Finset.mem_Icc]
        omega
      have hev : matsubara β (-((N : ℤ) + 1)) ^ 2 = matsubara β ((N : ℤ) + 1) ^ 2 := by
        unfold matsubara
        push_cast
        ring
      have hp : 0 < w / D * ∏ n ∈ Finset.range N,
          (w ^ 2 + matsubara β ((n : ℤ) + 1) ^ 2) /
            (D ^ 2 + matsubara β ((n : ℤ) + 1) ^ 2) :=
        mul_pos (div_pos hw hD) (Finset.prod_pos fun n _ => hr ((n : ℤ) + 1))
      rw [hI, Finset.sum_insert (by simp only [Finset.mem_insert, Finset.mem_Icc]; omega),
        Finset.sum_insert (by simp only [Finset.mem_Icc]; omega), ih, hev,
        Finset.prod_range_succ, ← mul_assoc, Real.log_mul hp.ne' (hr ((N : ℤ) + 1)).ne']
      ring
  have sw : 0 < Real.sinh (β * w / 2) := Real.sinh_pos_iff.mpr (by positivity)
  have sD : 0 < Real.sinh (β * D / 2) := Real.sinh_pos_iff.mpr (by positivity)
  have lim := ((matsubara_product hβ hw hD).log (div_pos sw sD).ne').const_mul (1 / β)
  have hF : freeEnergy β w - freeEnergy β D =
      1 / β * Real.log (Real.sinh (β * w / 2) / Real.sinh (β * D / 2)) := by
    rw [freeEnergy_eq hβ hw, freeEnergy_eq hβ hD, Real.log_div sw.ne' sD.ne',
      Real.log_mul two_ne_zero sw.ne', Real.log_mul two_ne_zero sD.ne']
    ring
  rw [hF]
  refine lim.congr fun N => ?_
  rw [e N, ← mul_assoc]
  congr 1
  field_simp
```

## Coupled modes

Suppose an invertible X satisfies MX = X diag(Ω²). Let P = diag(D² + ν²). Then Pχ₀ = −2 diag(D), so

P(1 − χ₀V) = P + 2 diag(D)V = M + ν²,

P(1 − χ₀V)X = X diag(Ω² + ν²).

Take determinants and cancel det X ≠ 0:

det(1 − χ₀(iν)V) = ∏_k (Ω_k² + ν²)/(D_k² + ν²).

The step `key` is the second matrix equation. It is obtained by clearing the denominators of χ₀ and inserting the eigenvalue equation `hM`.

```lean
/-- If an invertible `X` diagonalises the RPA matrix with eigenvalues `Ω k ^ 2`, and all `D k`
are positive, then `det (1 - χ₀(iν) V)` is a product of one factor per mode. -/
theorem det_one_sub_chi0 {D Ω : ι → ℝ} {V X : Matrix ι ι ℝ} (hD : ∀ k, 0 < D k)
    (hX : X.det ≠ 0) (hM : rpaMatrix D V * X = X * diagonal fun k => Ω k ^ 2) (ν : ℝ) :
    (1 - chi0 D ν * V).det = ∏ k, (Ω k ^ 2 + ν ^ 2) / (D k ^ 2 + ν ^ 2) := by
  have hne : ∀ k, D k ^ 2 + ν ^ 2 ≠ 0 := by
    intro k
    have := hD k
    positivity
  have hc : (diagonal fun k => D k ^ 2 + ν ^ 2) * chi0 D ν = (-2 : ℝ) • diagonal D := by
    rw [chi0, diagonal_mul_diagonal, ← diagonal_smul]
    congr 1
    funext k
    have := hne k
    simp only [Pi.smul_apply, smul_eq_mul]
    field_simp
  have hP : (diagonal fun k => D k ^ 2 + ν ^ 2) =
      diagonal D * diagonal D + (ν ^ 2) • (1 : Matrix ι ι ℝ) := by
    ext i j
    by_cases h : i = j
    · subst h
      simp [diagonal_mul_diagonal, sq]
    · simp [diagonal_mul_diagonal, h]
  have hE : (diagonal fun k => Ω k ^ 2 + ν ^ 2) =
      (diagonal fun k => Ω k ^ 2) + (ν ^ 2) • (1 : Matrix ι ι ℝ) := by
    ext i j
    by_cases h : i = j
    · subst h
      simp
    · simp [h]
  -- clear the denominators of `χ₀` and use the RPA eigenvalue equation
  have key : (diagonal fun k => D k ^ 2 + ν ^ 2) * (1 - chi0 D ν * V) * X =
      X * diagonal fun k => Ω k ^ 2 + ν ^ 2 := by
    have h := hM
    simp only [rpaMatrix, Matrix.mul_add, Matrix.add_mul, Matrix.mul_smul, Matrix.smul_mul,
      Matrix.mul_assoc] at h
    rw [Matrix.mul_sub, ← Matrix.mul_assoc, hc, Matrix.mul_one, hP, hE]
    simp only [Matrix.sub_mul, Matrix.mul_add, Matrix.add_mul, Matrix.mul_smul,
      Matrix.smul_mul, Matrix.mul_assoc, Matrix.one_mul, Matrix.mul_one]
    linear_combination (norm := module) h
  have hdet := congrArg Matrix.det key
  simp only [Matrix.det_mul, Matrix.det_diagonal] at hdet
  rw [Finset.prod_div_distrib, eq_div_iff (Finset.prod_ne_zero_iff.mpr fun k _ => hne k)]
  apply mul_right_cancel₀ hX
  linear_combination hdet
```

All factors are now positive, so the logarithm of the determinant is a sum over modes. Exchanging the two finite sums and applying the one-mode limit to each k gives

(1/2β) Σ_{n=−N}^{N} log det(1 − χ₀(iν_n)V) → Σ_k [F(Ω_k) − F(D_k)].

In the theorem, `Tendsto … atTop` is the limit N → ∞ at fixed β. The hypotheses `hD` and `hΩ` make all energies and frequencies positive; `hX` and `hM` supply the diagonalisation, which is assumed and not derived. V need not be symmetric. The first-order term of log det(1 − χ₀V), which is −Tr(χ₀V) and which RPA correlation energies usually remove, is still included.

```lean
/-- Finite-temperature RPA: for `β > 0`, bare energies `D k > 0` and an RPA matrix diagonalised
by an invertible `X` with eigenvalues `Ω k ^ 2`, `Ω k > 0`, the Matsubara sum of
`log det (1 - χ₀ V)` converges to the change in oscillator free energy from `D` to `Ω`. -/
theorem rpa_free_energy {β : ℝ} {D Ω : ι → ℝ} {V X : Matrix ι ι ℝ} (hβ : 0 < β)
    (hD : ∀ k, 0 < D k) (hΩ : ∀ k, 0 < Ω k) (hX : X.det ≠ 0)
    (hM : rpaMatrix D V * X = X * diagonal fun k => Ω k ^ 2) :
    Tendsto (fun N : ℕ => 1 / (2 * β) * ∑ n ∈ Finset.Icc (-(N : ℤ)) (N : ℤ),
        Real.log (1 - chi0 D (matsubara β n) * V).det)
      atTop (𝓝 (∑ k, (freeEnergy β (Ω k) - freeEnergy β (D k)))) := by
  refine (tendsto_finsetSum Finset.univ
    fun k _ => matsubara_log_sum hβ (hΩ k) (hD k)).congr fun N => ?_
  rw [← Finset.mul_sum, Finset.sum_comm]
  congr 1
  refine Finset.sum_congr rfl fun n _ => ?_
  rw [det_one_sub_chi0 hD hX hM, Real.log_prod]
  intro k _
  have h1 := hD k
  have h2 := hΩ k
  positivity
```

At each fixed β, the right-hand side is a reference value for the truncated sum, even if D and V themselves depend on β.

A soft mode shows why Ω_k ≠ 0 is needed. Take one excitation with D = 1 and V = −1/2. Then M = 0 and Ω = 0, the determinant at n = 0 vanishes, and its logarithm has no finite value. Lean sets log 0 = 0, but even then the two sides differ by log(β)/β, which is nonzero unless β = 1.

## Zero temperature and a two-mode case

Let β → ∞ with all D_k and Ω_k held fixed. Then e^(−βw) → 0, so the thermal part of F(w) disappears and w/2 remains. Therefore

Σ_k [F(Ω_k) − F(D_k)] → Σ_k (Ω_k − D_k)/2.

This limit is taken in the closed form, after N → ∞. Lean proves it for each oscillator and adds the finitely many results.

```lean
/-- As the temperature goes to zero, the free-energy difference of modes with positive
frequencies `Ω k` and `D k` tends to the difference of their zero-point energies. -/
theorem zero_temperature_limit {κ : Type*} [Fintype κ] {D Ω : κ → ℝ}
    (hD : ∀ k, 0 < D k) (hΩ : ∀ k, 0 < Ω k) :
    Tendsto (fun β : ℝ => ∑ k, (freeEnergy β (Ω k) - freeEnergy β (D k)))
      atTop (𝓝 (∑ k, (Ω k / 2 - D k / 2))) := by
  have h : ∀ w : ℝ, 0 < w → Tendsto (fun β : ℝ => freeEnergy β w) atTop (𝓝 (w / 2)) := by
    intro w hw
    have h1 : Tendsto (fun β : ℝ => Real.exp (-(β * w))) atTop (𝓝 0) :=
      Real.tendsto_exp_neg_atTop_nhds_zero.comp (tendsto_id.atTop_mul_const hw)
    have h2 := (h1.const_sub 1).log (by norm_num)
    have h3 := (h2.div_atTop tendsto_id).const_add (w / 2)
    rw [add_zero] at h3
    exact h3
  exact tendsto_finsetSum Finset.univ fun k _ => (h _ (hΩ k)).sub (h _ (hD k))
```

For a coupled example, take two excitations of energy 5 with off-diagonal coupling 12/5. Then M has 25 on the diagonal and 24 off it, with eigenvalues 49 and 1, so Ω = 7 and 1. The normalised eigenvectors are (1, 1)/√2 and (1, −1)/√2; the code uses them without the factor 1/√2. The free-energy change is F(7) + F(1) − 2F(5), which tends to −1 at zero temperature. This V has eigenvalues ±12/5, and the soft mode above had V = −1/2. The matrix of Coulomb integrals in direct RPA has no negative eigenvalue, so neither example is a case of direct RPA. Lean checks the eigenvalue equation entry by entry and confirms that the determinant of X is nonzero.

```lean
/-- Two excitations of energy `5` with off-diagonal coupling `12/5` have an RPA matrix
diagonalised by an invertible matrix, with mode frequencies `7` and `1`. -/
theorem rpa_free_energy_witness :
    rpaMatrix ![5, 5] !![0, 12 / 5; 12 / 5, 0] * !![1, 1; 1, -1] =
      !![1, 1; 1, -1] * diagonal (fun k => (![7, 1] : Fin 2 → ℝ) k ^ 2) ∧
    (!![1, 1; 1, -1] : Matrix (Fin 2) (Fin 2) ℝ).det ≠ 0 := by
  constructor
  · ext i j
    fin_cases i <;> fin_cases j <;>
      norm_num [rpaMatrix, Matrix.mul_apply, Fin.sum_univ_succ, Matrix.diagonal_apply]
  · norm_num [Matrix.det_fin_two]

end

end FiniteTemperatureRPA
```

```lean
#print axioms FiniteTemperatureRPA.rpa_free_energy
-- 'FiniteTemperatureRPA.rpa_free_energy' depends on axioms: [propext, Classical.choice, Quot.sound]
#print axioms FiniteTemperatureRPA.zero_temperature_limit
-- 'FiniteTemperatureRPA.zero_temperature_limit' depends on axioms: [propext, Classical.choice, Quot.sound]
```
